# Local fields cannot raise the macroscopic constant of a real positive definite dielectric matrix

To obtain the static electronic dielectric constant of a crystal, with the ions held fixed, from its electronic dielectric matrix $\varepsilon$, one inverts the whole matrix, takes the macroscopic element of the inverse, and then takes the reciprocal, $1/(\varepsilon^{-1})_{00}$. Reading off the element $\varepsilon_{00}$ directly gives the value without local fields. For a finite, real, symmetric and positive definite $\varepsilon$, the first number is positive and never exceeds the second, and the two agree only when the macroscopic component is uncoupled from all the others. A calculation with such a matrix that finds local fields raising the constant therefore contains an error.

## Head, wing and body

Index the macroscopic component by $0$ and the local-field components, which vary within the unit cell, by a finite set $n$. In a plane-wave calculation, $n$ holds the nonzero reciprocal lattice vectors below a cutoff. It may be empty.

```lean
import Mathlib

open Matrix

namespace MacroscopicScreening

noncomputable section

variable {n : Type*} [Fintype n]
```

The matrix has a scalar head $h$, a wing $w\in\mathbb R^n$ and a body $B$:

$$\varepsilon=\begin{pmatrix}h & w^T\\ w & B\end{pmatrix}.$$

The same $w$ serves as row and column. This is the symmetrised convention, in which the Coulomb factor is split evenly between the two sides of the matrix. The entries are real numbers, as they can be chosen for a static response in a crystal with inversion symmetry. Complex Hermitian and frequency-dependent matrices are not covered. The long-wavelength limit is taken to have been carried out already, along one fixed direction, and $h$, $w$ and $B$ are given data, not computed from a response function.

In `dielectric`, the index type `Unit ⊕ n` consists of the single macroscopic index, written `Sum.inl ()`, and the local indices `Sum.inr i`.

```lean
/-- The dielectric matrix with head `h`, wing `w` (as row and as column) and body `B`. -/
def dielectric (h : ℝ) (w : n → ℝ) (B : Matrix n n ℝ) : Matrix (Unit ⊕ n) (Unit ⊕ n) ℝ :=
  fromBlocks (of fun _ _ => h) (of fun _ j => w j) (of fun i _ => w i) B
```

A field has a macroscopic amplitude $a$ and local amplitudes $x\in\mathbb R^n$. We write it $(a,x)$.

```lean
/-- The field with macroscopic component `a` and local-field components `x`. -/
def fieldVec (a : ℝ) (x : n → ℝ) : Unit ⊕ n → ℝ := Sum.elim (fun _ => a) x
```

The matrix takes the total field to the external field that sustains it. Block multiplication gives

$$\varepsilon\,(a,x)=(ha+w\cdot x,\; aw+Bx).$$

The proof compares the two sides component by component, treating the macroscopic and local indices separately. In the Lean notation, `*ᵥ` applies a matrix to a vector and `⬝ᵥ` is the dot product.

```lean
/-- The dielectric matrix sends the field with components `a` and `x` to the field with macroscopic
component `h a + w·x` and local components `a w + B x`. -/
theorem dielectric_mulVec (h a : ℝ) (w x : n → ℝ) (B : Matrix n n ℝ) :
    dielectric h w B *ᵥ fieldVec a x = fieldVec (h * a + w ⬝ᵥ x) (a • w + B *ᵥ x) := by
  ext i
  rcases i with _ | i <;>
    simp [dielectric, fieldVec, Matrix.mulVec, dotProduct, Fintype.sum_sum_type, mul_comm]
```

Taking the dot product with $(a,x)$ gives

$$(a,x)\cdot\varepsilon(a,x)=a(ha+w\cdot x)+x\cdot(aw+Bx)=ha^2+2a\,(w\cdot x)+x\cdot Bx .$$

The auxiliary statement `hdot` splits the dot product of two fields into its macroscopic and local parts, and `ring` collects the terms.

```lean
/-- The quadratic form of the dielectric matrix is the sum of a head, a wing and a body term. -/
theorem quadratic_form (h a : ℝ) (w x : n → ℝ) (B : Matrix n n ℝ) :
    fieldVec a x ⬝ᵥ dielectric h w B *ᵥ fieldVec a x
      = h * a ^ 2 + 2 * a * (w ⬝ᵥ x) + x ⬝ᵥ B *ᵥ x := by
  have hdot : ∀ (b : ℝ) (y : n → ℝ), fieldVec a x ⬝ᵥ fieldVec b y = a * b + x ⬝ᵥ y := by
    intro b y
    simp [fieldVec, dotProduct, Fintype.sum_sum_type]
  rw [dielectric_mulVec, hdot, dotProduct_add, dotProduct_smul, smul_eq_mul, dotProduct_comm x w]
  ring
```

Positive definiteness means that the matrix is symmetric and that this quadratic form is positive for every nonzero field. Physically, every nonzero total field then has a positive dot product with the external field that sustains it. Positive definiteness holds in the random-phase approximation, where the symmetrised matrix is the identity plus a positive semidefinite polarisation term; here it is a hypothesis. Mathlib defines `PosDef` for more general scalars, with conjugation, and the next lemma restates it for real matrices.

```lean
/-- A real matrix is positive definite exactly when it is symmetric and its quadratic form is
positive on nonzero vectors. -/
theorem posDef_iff_real (A : Matrix n n ℝ) :
    A.PosDef ↔ A.IsSymm ∧ ∀ x, x ≠ 0 → 0 < x ⬝ᵥ A *ᵥ x := by
  rw [posDef_iff_dotProduct_mulVec]
  simp [Matrix.IsHermitian, Matrix.IsSymm, conjTranspose_eq_transpose_of_trivial]
```

## The macroscopic constant and the screened head

The macroscopic constant is defined through the inverse of the full matrix:

$$\varepsilon_M=\frac{1}{(\varepsilon^{-1})_{00}} .$$

```lean
variable [DecidableEq n]

/-- The macroscopic dielectric constant `1 / (E⁻¹)₀₀`, for an invertible matrix `E` whose
inverse has a nonzero head. -/
def macroConst (E : Matrix (Unit ⊕ n) (Unit ⊕ n) ℝ) : ℝ :=
  1 / E⁻¹ (Sum.inl ()) (Sum.inl ())
```

The screened head is defined separately, using only the inverse of the body:

$$s=h-w\cdot B^{-1}w .$$

That $\varepsilon_M=s$ is a theorem below and is not built into either definition.

```lean
/-- The screened head `h - w·B⁻¹w`, for an invertible body `B`. -/
def screenedHead (h : ℝ) (w : n → ℝ) (B : Matrix n n ℝ) : ℝ := h - w ⬝ᵥ B⁻¹ *ᵥ w
```

## Completing the square in the local fields

Let $B$ be symmetric and invertible, and put $u=B^{-1}w$, so that $Bu=w$. Symmetry gives $u\cdot Bx=(Bu)\cdot x=w\cdot x$. Hence

$$\begin{aligned}
(x+au)\cdot B(x+au)
&=x\cdot Bx+a\,x\cdot Bu+a\,u\cdot Bx+a^2\,u\cdot Bu\\
&=x\cdot Bx+2a\,(w\cdot x)+a^2\,(w\cdot u).
\end{aligned}$$

Adding $sa^2=(h-w\cdot u)a^2$ cancels the last term and leaves the quadratic form found above:

$$(a,x)\cdot\varepsilon(a,x)=s\,a^2+(x+au)\cdot B(x+au).$$

In the proof, `hu` is $Bu=w$ and `hs` is $u\cdot Bx=w\cdot x$. The `simp only` call expands the products, and `ring` does the cancellation.

```lean
/-- For a symmetric invertible body, completing the square in the local fields splits the
quadratic form into a screened-head term and a body term. -/
theorem complete_square (h a : ℝ) (w x : n → ℝ) {B : Matrix n n ℝ}
    (hB : B.IsSymm) (hdet : IsUnit B.det) :
    fieldVec a x ⬝ᵥ dielectric h w B *ᵥ fieldVec a x
      = screenedHead h w B * a ^ 2
        + (x + a • (B⁻¹ *ᵥ w)) ⬝ᵥ B *ᵥ (x + a • (B⁻¹ *ᵥ w)) := by
  have hu : B *ᵥ (B⁻¹ *ᵥ w) = w := by
    rw [mulVec_mulVec, mul_nonsing_inv _ hdet, one_mulVec]
  -- symmetry moves the body onto `B⁻¹w`
  have hs : (B⁻¹ *ᵥ w) ⬝ᵥ B *ᵥ x = w ⬝ᵥ x := by
    rw [dotProduct_mulVec, ← mulVec_transpose, hB.eq, hu]
  rw [quadratic_form, screenedHead]
  simp only [mulVec_add, mulVec_smul, hu, add_dotProduct, dotProduct_add, smul_dotProduct,
    dotProduct_smul, smul_eq_mul, hs]
  rw [dotProduct_comm x w, dotProduct_comm (B⁻¹ *ᵥ w) w]
  ring
```

## Positive definiteness in terms of the body and the screened head

The matrix $\varepsilon$ is positive definite exactly when $B$ is positive definite and $s>0$.

Suppose first that $\varepsilon$ is positive definite. Its body is then symmetric. A purely local field $(0,x)$ with $x\neq0$ gives $x\cdot Bx>0$, so $B$ is positive definite and in particular invertible. The field $(1,-u)$ is nonzero and makes the square vanish, so the quadratic form there equals $s$, and $s>0$.

Conversely, let $B$ be positive definite and $s>0$, and take a nonzero field $(a,x)$. If $a=0$, then $x\neq0$ and the form is $x\cdot Bx>0$. If $a\neq0$, then $sa^2>0$ and the square is nonnegative, so the sum is positive.

The Lean proof uses the same two test fields and the same division into cases. Invertibility of $B$ comes from its positive determinant, `hB.det_pos`.

```lean
/-- The dielectric matrix is positive definite exactly when its body is positive definite and
the screened head is positive. -/
theorem posDef_iff_screenedHead_pos (h : ℝ) (w : n → ℝ) (B : Matrix n n ℝ) :
    (dielectric h w B).PosDef ↔ B.PosDef ∧ 0 < screenedHead h w B := by
  constructor
  · intro hE
    obtain ⟨hsym, hpos⟩ := (posDef_iff_real _).1 hE
    have hBs : B.IsSymm := Matrix.IsSymm.ext fun i j => by
      simpa [dielectric] using hsym.apply (Sum.inr i) (Sum.inr j)
    -- purely local fields probe the body
    have hB : B.PosDef := (posDef_iff_real B).2 ⟨hBs, fun x hx => by
      have h1 := hpos (fieldVec 0 x) fun h0 => hx (funext fun i => congrFun h0 (Sum.inr i))
      rw [quadratic_form] at h1
      simpa using h1⟩
    refine ⟨hB, ?_⟩
    -- the relaxed local field probes the screened head
    have h2 := hpos (fieldVec 1 (-(B⁻¹ *ᵥ w)))
      fun h0 => one_ne_zero (α := ℝ) (congrFun h0 (Sum.inl ()))
    rw [complete_square h 1 w _ hBs hB.det_pos.ne'.isUnit, one_smul, neg_add_cancel,
      mulVec_zero, dotProduct_zero] at h2
    linarith
  · rintro ⟨hB, hs⟩
    obtain ⟨hBs, hpos⟩ := (posDef_iff_real B).1 hB
    refine (posDef_iff_real _).2 ⟨Matrix.IsSymm.ext ?_, fun v hv => ?_⟩
    · rintro (_ | i) (_ | j) <;> simp [dielectric, hBs.apply]
    · obtain ⟨a, x, rfl⟩ : ∃ a x, v = fieldVec a x :=
        ⟨v (Sum.inl ()), fun i => v (Sum.inr i), by ext (_ | i) <;> rfl⟩
      by_cases ha : a = 0
      · subst ha
        have hx : x ≠ 0 := by
          rintro rfl
          exact hv (by ext (_ | i) <;> rfl)
        rw [quadratic_form]
        simpa using hpos x hx
      · rw [complete_square h a w x hBs hB.det_pos.ne'.isUnit]
        have hnn : ∀ y : n → ℝ, 0 ≤ y ⬝ᵥ B *ᵥ y := fun y => by
          by_cases hy : y = 0
          · simp [hy]
          · exact (hpos y hy).le
        exact add_pos_of_pos_of_nonneg (mul_pos hs (by positivity)) (hnn _)
```

## The head of the inverse

Apply $\varepsilon$ to the total field with unit macroscopic amplitude and local part $-u$:

$$\varepsilon\,(1,-u)=(h-w\cdot u,\; w-Bu)=(s,0).$$

The external field that sustains it is purely macroscopic. Multiplying by $\varepsilon^{-1}$ gives $(1,-u)=\varepsilon^{-1}(s,0)$, whose macroscopic component reads

$$1=(\varepsilon^{-1})_{00}\,s .$$

So $(\varepsilon^{-1})_{00}$ is nonzero and its reciprocal is $s$. This argument needs $\varepsilon$ and $B$ to be invertible, but neither positivity nor symmetry of the body.

The steps `h1`, `h2` and `h3` are these three equations in order. The theorem states the nonvanishing of $(\varepsilon^{-1})_{00}$ alongside the formula because Lean evaluates $1/0$ as $0$, so the equality alone would not show that the reciprocal is a genuine one.

```lean
/-- If the dielectric matrix and its body are invertible, the head of the inverse is nonzero and
the macroscopic constant equals the screened head. -/
theorem macroConst_eq_screenedHead (h : ℝ) (w : n → ℝ) (B : Matrix n n ℝ)
    (hE : IsUnit (dielectric h w B).det) (hB : IsUnit B.det) :
    (dielectric h w B)⁻¹ (Sum.inl ()) (Sum.inl ()) ≠ 0 ∧
      macroConst (dielectric h w B) = screenedHead h w B := by
  have hu : B *ᵥ (B⁻¹ *ᵥ w) = w := by
    rw [mulVec_mulVec, mul_nonsing_inv _ hB, one_mulVec]
  -- with local part `-B⁻¹w`, the total field is sustained by a purely macroscopic external field
  have h1 : dielectric h w B *ᵥ fieldVec 1 (-(B⁻¹ *ᵥ w)) = fieldVec (screenedHead h w B) 0 := by
    rw [screenedHead, dielectric_mulVec, mulVec_neg, hu, dotProduct_neg, mul_one, one_smul,
      add_neg_cancel, ← sub_eq_add_neg]
  have h2 : fieldVec 1 (-(B⁻¹ *ᵥ w))
      = (dielectric h w B)⁻¹ *ᵥ fieldVec (screenedHead h w B) 0 := by
    rw [← h1, mulVec_mulVec, nonsing_inv_mul _ hE, one_mulVec]
  have h3 : (dielectric h w B)⁻¹ (Sum.inl ()) (Sum.inl ()) * screenedHead h w B = 1 := by
    have h4 := congrFun h2 (Sum.inl ())
    simpa [fieldVec, Matrix.mulVec, dotProduct, Fintype.sum_sum_type] using h4.symm
  have hne := left_ne_zero_of_mul_eq_one h3
  refine ⟨hne, ?_⟩
  rw [macroConst, div_eq_iff hne]
  linear_combination -h3
```

## Local fields lower the constant unless the wing vanishes

Now let $\varepsilon$ be positive definite. The criterion for positive definiteness gives a positive definite $B$ and $s>0$, and the previous result gives $\varepsilon_M=s$. Therefore

$$\varepsilon_M=h-w\cdot B^{-1}w>0 .$$

If $w\neq0$, then $u\neq0$, because $Bu=w$. Positivity of the body gives

$$w\cdot B^{-1}w=w\cdot u=u\cdot Bu>0,$$

so $\varepsilon_M<h$. If $w=0$, the correction is zero and $\varepsilon_M=h$. Together these give $\varepsilon_M\le h$, with equality exactly when $w=0$.

The theorem has one physical hypothesis, `(dielectric h w B).PosDef`, and four conclusions: the formula, positivity, the upper bound and the equality condition. In the proof, `hred` is the strict inequality for a nonzero wing, and the last two conclusions follow from it by considering whether $w$ vanishes.

```lean
/-- For a positive definite dielectric matrix the macroscopic constant is `h - w·B⁻¹w`; it is
positive and at most the head `h`, with equality exactly when the wing vanishes. -/
theorem local_fields_lower_macroConst (h : ℝ) (w : n → ℝ) (B : Matrix n n ℝ)
    (hE : (dielectric h w B).PosDef) :
    macroConst (dielectric h w B) = h - w ⬝ᵥ B⁻¹ *ᵥ w ∧
      0 < macroConst (dielectric h w B) ∧
      macroConst (dielectric h w B) ≤ h ∧
      (macroConst (dielectric h w B) = h ↔ w = 0) := by
  obtain ⟨hB, hs⟩ := (posDef_iff_screenedHead_pos h w B).1 hE
  have hdet : IsUnit B.det := hB.det_pos.ne'.isUnit
  rw [(macroConst_eq_screenedHead h w B hE.det_pos.ne'.isUnit hdet).2]
  have hu : B *ᵥ (B⁻¹ *ᵥ w) = w := by
    rw [mulVec_mulVec, mul_nonsing_inv _ hdet, one_mulVec]
  -- a nonzero wing gives a strictly positive reduction
  have hred : w ≠ 0 → 0 < w ⬝ᵥ B⁻¹ *ᵥ w := fun hw => by
    have h1 := ((posDef_iff_real B).1 hB).2 (B⁻¹ *ᵥ w) fun h0 => hw (by
      rw [← hu, h0, mulVec_zero])
    rwa [hu, dotProduct_comm] at h1
  refine ⟨rfl, hs, ?_, ?_⟩
  · by_cases hw : w = 0
    · simp [screenedHead, hw]
    · have h2 := hred hw
      unfold screenedHead
      linarith
  · constructor
    · intro heq
      by_contra hw
      have h2 := hred hw
      unfold screenedHead at heq
      linarith
    · intro hw
      simp [screenedHead, hw]
```

## The constant as a minimum over local fields

With the macroscopic amplitude fixed at $a=1$, the completed square reads

$$(1,x)\cdot\varepsilon(1,x)=\varepsilon_M+(x+u)\cdot B(x+u).$$

The last term is zero if $x=-u$ and positive otherwise. The macroscopic constant is therefore the minimum of the quadratic form over all local fields, attained only at $x=-B^{-1}w$. Any trial local field gives an upper bound on $\varepsilon_M$, and the choice $x=0$ gives the bound $h$.

The Lean statement takes an arbitrary `x` and asserts both the inequality and the condition for equality. Its proof rewrites the form as the completed square and considers whether $x+u$ is zero.

```lean
/-- For a positive definite dielectric matrix the macroscopic constant is the minimum of the
quadratic form at unit macroscopic field, attained only at the local field `-B⁻¹w`. -/
theorem macroConst_variational (h : ℝ) (w : n → ℝ) (B : Matrix n n ℝ)
    (hE : (dielectric h w B).PosDef) (x : n → ℝ) :
    macroConst (dielectric h w B) ≤ fieldVec 1 x ⬝ᵥ dielectric h w B *ᵥ fieldVec 1 x ∧
      (fieldVec 1 x ⬝ᵥ dielectric h w B *ᵥ fieldVec 1 x = macroConst (dielectric h w B)
        ↔ x = -(B⁻¹ *ᵥ w)) := by
  have hB := ((posDef_iff_screenedHead_pos h w B).1 hE).1
  obtain ⟨hBs, hpos⟩ := (posDef_iff_real B).1 hB
  have hdet : IsUnit B.det := hB.det_pos.ne'.isUnit
  rw [(macroConst_eq_screenedHead h w B hE.det_pos.ne'.isUnit hdet).2,
    complete_square h 1 w x hBs hdet, one_smul, ← add_eq_zero_iff_eq_neg]
  -- the square vanishes only when `x = -B⁻¹w`
  by_cases hy : x + B⁻¹ *ᵥ w = 0
  · simp [hy]
  · have h1 := hpos _ hy
    exact ⟨by linarith, fun h2 => by linarith, fun h2 => absurd h2 hy⟩

end

end MacroscopicScreening
```

```lean
#print axioms MacroscopicScreening.local_fields_lower_macroConst
-- 'MacroscopicScreening.local_fields_lower_macroConst' depends on axioms: [propext, Classical.choice, Quot.sound]
#print axioms MacroscopicScreening.macroConst_variational
-- 'MacroscopicScreening.macroConst_variational' depends on axioms: [propext, Classical.choice, Quot.sound]
```
